# The Connolly–Williams matrix of a tetrahedron is invertible, and its inverse is the same matrix with binomial weights

## Do five alloy energies always fix five interactions?

I want to turn the energies per atom of five ordered fcc alloys into five cluster interactions, and I describe each alloy only by the number \(m\) of spins \(-1\) on its nearest-neighbour tetrahedron, not by which sites carry them. The alloys are the two pure elements, the two L1\(_2\) compounds and L1\(_0\), so \(m\) runs from 0 to 4. I then solve \(E_m=\sum_n A_{mn}J_n\), where \(A_{mn}\) is the average of the \(n\)-spin products over all \(n\)-site subsets. Is a row labelled by \(m\) alone well defined? And is it luck that the 5×5 matrix, with its several zeros, can be inverted?

## Counting down spins is enough, and orthogonality gives the inverse

The label \(m\) is sufficient, and the inverse follows from an orthogonality relation that holds for any number \(N\) of sites. For the tetrahedron,

\[
(A^{-1})_{nm}=\frac{1}{16}\binom4n\binom4m A_{mn}.
\]

Let \(D\) be the set of sites with spin \(-1\), and let \(S\) be a cluster of sites. The product of the spins on \(S\) is

\[
\varphi_S(D)=\prod_{i\in S}\sigma_i=(-1)^{|D\cap S|}.
\]

**Rows depend only on \(m\).** If \(|D|=|D'|\), some permutation of the sites carries \(D\) to \(D'\). It preserves the sizes of intersections and only reorders the \(n\)-site subsets. The sum of \(\varphi_S(D)\) over \(|S|=n\) is therefore a number \(K_{mn}\) that depends on \(m=|D|\) alone, and \(A_{mn}=K_{mn}/\binom Nn\).

**The matrix is symmetric.** Since \(\varphi_S(D)=\varphi_D(S)\), summing over all \(|D|=m\) and \(|S|=n\) in either order gives

\[
\binom Nm K_{mn}=\binom Nn K_{nm}.
\]

Dividing by both binomials gives \(A_{mn}=A_{nm}\).

**Different configurations are orthogonal.** With \(\sigma_i\) and \(\sigma'_i\) the spins of \(D\) and \(D'\),

\[
\sum_S\varphi_S(D)\varphi_S(D')=\prod_i(1+\sigma_i\sigma'_i).
\]

If \(D=D'\), every factor is 2 and the product is \(2^N\). Otherwise the spins differ at some site, whose factor is zero.

**Group by size.** Fix \(D\) with \(|D|=m\) and sum this relation over all \(D'\) with \(|D'|=l\). The right side becomes \(2^N\delta_{ml}\). On the left, \(\sum_{D'}\varphi_S(D')=\sum_{D'}\varphi_{D'}(S)=K_{|S|\,l}\), and collecting the clusters \(S\) of each size \(n\) gives

\[
\sum_n K_{mn}K_{nl}=2^N\delta_{ml}.
\]

Now insert \(K_{mn}=\binom Nn A_{mn}\) and \(K_{nl}=\binom Nl A_{nl}=\binom Nl A_{ln}\):

\[
\sum_n A_{mn}\,\frac{\binom Nn\binom Nl A_{ln}}{2^N}=\delta_{ml}.
\]

This is a right inverse of a square matrix, hence its inverse. The interactions are

\[
J_n=\frac{1}{2^N}\binom Nn\sum_m\binom Nm A_{mn}E_m .
\]

For your tetrahedron, the pair term is \(J_2=\tfrac38(E_0-2E_2+E_4)\).

### What the Lean theorems say about the alloy

Sites are elements of `Fin N`, and a configuration is the finite set `D` of sites with spin \(-1\). `cluster D S` is \(\varphi_S(D)\), and `clusterSum D n` is its integer sum over \(n\)-site subsets. `correlation D n` divides that sum by the number of subsets; it belongs to one fixed configuration and is not a thermal average. Row `m` of `cwMatrix N` uses the configuration `firstSites m`, in which the first \(m\) spins are down. `cwMatrix_eq_correlation` shows that any other configuration with \(m\) down spins gives the same row.

`cwMatrix_inverse` states invertibility, as `IsUnit`, together with the formula for the inverse entries. `interactions_iff` says that the energies equal \(AJ\) exactly when \(J\) is the weighted sum above. `tetrahedron` writes out the matrix for \(N=4\) and gives the factor \(1/16\).

Two conventions matter when you compare with other formulas. Because \(A_{mn}\) is an average, each \(J_n\) includes the number of equivalent clusters per atom, which many texts write as a separate multiplicity. In fcc this number is 1 for sites, 6 for nearest-neighbour pairs, 8 for triangles and 2 for tetrahedra; it is not the binomial count within one tetrahedron. The average also runs over all subsets of a given size. That suits a regular tetrahedron, where all pairs are equivalent and so are all triples, but on a square it would merge side and diagonal pairs.

The energies may come from electronic-structure calculations, with the alloy energy truncated to these five tetrahedron interactions. That truncation is a physical assumption. Since any five energies are reproduced exactly, a perfect fit to them is no evidence for it; predictions for further structures have to be tested separately.

```lean
import Mathlib

open Matrix

namespace ConnollyWilliams

variable {N : ℕ}

/-- The spin at site `i` when exactly the sites in `D` carry spin -1 and all others +1. -/
def spin (D : Finset (Fin N)) (i : Fin N) : ℤ := if i ∈ D then -1 else 1

/-- The cluster function: the product of the spins on the sites of `S`. -/
def cluster (D S : Finset (Fin N)) : ℤ := ∏ i ∈ S, spin D i

/-- The sum of the spin products over all `n`-site subsets. -/
def clusterSum (D : Finset (Fin N)) (n : ℕ) : ℤ :=
  ∑ S ∈ Finset.powersetCard n Finset.univ, cluster D S

/-- The `n`-site correlation, for `n ≤ N`: the average of the spin products over all
`n`-site subsets. -/
noncomputable def correlation (D : Finset (Fin N)) (n : ℕ) : ℝ :=
  (clusterSum D n : ℝ) / (N.choose n : ℝ)

/-- The first `m` of the `N` sites. -/
def firstSites (m : Fin (N + 1)) : Finset (Fin N) :=
  Finset.univ.map (Fin.castLEEmb (Nat.le_of_lt_succ m.isLt))

/-- The Connolly-Williams matrix of an `N`-site cluster: entry `(m, n)` is the `n`-site
correlation when the first `m` spins are -1 and the others +1. -/
noncomputable def cwMatrix (N : ℕ) : Matrix (Fin (N + 1)) (Fin (N + 1)) ℝ :=
  Matrix.of fun m n => correlation (firstSites m) n

/-- The set of the first `m` sites has `m` elements. -/
theorem card_firstSites (m : Fin (N + 1)) : (firstSites m).card = m := by
  simp [firstSites]

/-- The summed spin products depend on the configuration only through the number of
spins -1. -/
theorem clusterSum_eq_of_card {D D' : Finset (Fin N)} (h : D.card = D'.card) (n : ℕ) :
    clusterSum D n = clusterSum D' n := by
  -- a permutation of the sites carries one configuration into the other
  obtain ⟨g, hg⟩ : ∃ g : Equiv.Perm (Fin N), D.map g.toEmbedding = D' := by
    refine ⟨(Finset.equivOfCardEq h).extendSubtype, ?_⟩
    apply Finset.eq_of_subset_of_card_le
    · intro x hx
      obtain ⟨y, hy, rfl⟩ := Finset.mem_map.1 hx
      exact (Finset.equivOfCardEq h).extendSubtype_mem y hy
    · rw [Finset.card_map, h]
  subst hg
  unfold clusterSum
  refine Finset.sum_equiv g.finsetCongr
    (fun S => by simp [Finset.mem_powersetCard]) (fun S _ => ?_)
  rw [Equiv.finsetCongr_apply]
  unfold cluster
  rw [Finset.prod_map]
  exact Finset.prod_congr rfl fun i _ => by simp [spin]

/-- Every configuration with `m` spins -1 has the correlations listed in row `m` of the
Connolly-Williams matrix. -/
theorem cwMatrix_eq_correlation (D : Finset (Fin N)) (m n : Fin (N + 1))
    (h : D.card = m) : cwMatrix N m n = correlation D n := by
  change correlation (firstSites m) n = correlation D n
  unfold correlation
  rw [clusterSum_eq_of_card ((card_firstSites m).trans h.symm)]

/-- The cluster function is unchanged when the set of down spins and the cluster are
exchanged. -/
theorem cluster_comm (D S : Finset (Fin N)) : cluster D S = cluster S D := by
  unfold cluster spin
  rw [Finset.prod_ite_mem, Finset.prod_ite_mem, Finset.inter_comm]

/-- Orthogonality of the cluster functions: summed over all clusters, the product for two
configurations is `2 ^ N` if they coincide and zero otherwise. -/
theorem cluster_orthogonality (D D' : Finset (Fin N)) :
    ∑ S, cluster D S * cluster D' S = if D = D' then 2 ^ N else 0 := by
  -- the sum over clusters factorises over the sites
  have h : ∑ S, cluster D S * cluster D' S = ∏ i, (spin D i * spin D' i + 1) := by
    rw [Finset.prod_add, Finset.powerset_univ]
    simp [cluster, Finset.prod_mul_distrib]
  rw [h]
  split_ifs with hD
  · subst hD
    have h2 : ∀ i, spin D i * spin D i + 1 = 2 := by
      intro i
      unfold spin
      split_ifs <;> norm_num
    simp [h2]
  · obtain ⟨i, hi⟩ : ∃ i, ¬(i ∈ D ↔ i ∈ D') := by
      by_contra hc
      exact hD (Finset.ext fun i => by_contra fun hi => hc ⟨i, hi⟩)
    refine Finset.prod_eq_zero (Finset.mem_univ i) ?_
    unfold spin
    by_cases a : i ∈ D <;> by_cases b : i ∈ D' <;> simp [a, b] at hi ⊢

/-- The Connolly-Williams matrix is symmetric. -/
theorem cwMatrix_symm (m n : Fin (N + 1)) : cwMatrix N m n = cwMatrix N n m := by
  have avg : ∀ a b : Fin (N + 1),
      ∑ D ∈ Finset.powersetCard (a : ℕ) (Finset.univ : Finset (Fin N)), clusterSum D b
        = (N.choose a : ℤ) * clusterSum (firstSites a) b := by
    intro a b
    have hs : ∀ D ∈ Finset.powersetCard (a : ℕ) (Finset.univ : Finset (Fin N)),
        clusterSum D b = clusterSum (firstSites a) b := fun D hD =>
      clusterSum_eq_of_card
        ((Finset.mem_powersetCard.1 hD).2.trans (card_firstSites a).symm) b
    rw [Finset.sum_congr rfl hs]
    simp [Finset.card_powersetCard]
  -- sum over configurations and clusters in either order
  have h : (N.choose m : ℤ) * clusterSum (firstSites m) n
      = (N.choose n : ℤ) * clusterSum (firstSites n) m := by
    rw [← avg m n, ← avg n m]
    unfold clusterSum
    rw [Finset.sum_comm]
    exact Finset.sum_congr rfl fun S _ => Finset.sum_congr rfl fun D _ => cluster_comm D S
  have hR : (N.choose m : ℝ) * (clusterSum (firstSites m) n : ℝ)
      = (N.choose n : ℝ) * (clusterSum (firstSites n) m : ℝ) := by exact_mod_cast h
  have hc : ∀ a : Fin (N + 1), (N.choose a : ℝ) ≠ 0 := fun a =>
    Nat.cast_ne_zero.2 (Nat.choose_pos (Nat.le_of_lt_succ a.isLt)).ne'
  change (clusterSum (firstSites m) n : ℝ) / (N.choose n : ℝ)
    = (clusterSum (firstSites n) m : ℝ) / (N.choose m : ℝ)
  rw [div_eq_div_iff (hc n) (hc m)]
  linear_combination hR

/-- Orthogonality after grouping clusters by size: the sum over sizes `n` is `2 ^ N` if
`D` has `l` down spins and zero otherwise. -/
theorem clusterSum_orthogonality (D : Finset (Fin N)) (l : ℕ) :
    ∑ n : Fin (N + 1), clusterSum D n * clusterSum (firstSites n) l
      = if D.card = l then 2 ^ N else 0 := by
  have h : ∑ S, cluster D S * clusterSum S l = if D.card = l then 2 ^ N else 0 := by
    simp_rw [clusterSum, Finset.mul_sum]
    rw [Finset.sum_comm]
    have hT : ∀ T : Finset (Fin N), ∑ S, cluster D S * cluster S T
        = if D = T then 2 ^ N else 0 := by
      intro T
      rw [← cluster_orthogonality]
      exact Finset.sum_congr rfl fun S _ => by rw [cluster_comm S T]
    rw [Finset.sum_congr rfl fun T _ => hT T]
    simp [Finset.mem_powersetCard]
  rw [← h, ← Finset.powerset_univ, Finset.sum_powerset, Finset.card_fin, Finset.sum_range]
  refine Finset.sum_congr rfl fun n _ => ?_
  change (∑ S ∈ Finset.powersetCard (n : ℕ) Finset.univ, cluster D S) * _ = _
  rw [Finset.sum_mul]
  refine Finset.sum_congr rfl fun S hS => ?_
  rw [clusterSum_eq_of_card
    ((card_firstSites n).trans (Finset.mem_powersetCard.1 hS).2.symm) l]

/-- The Connolly-Williams matrix of an `N`-site cluster is invertible, and its inverse has
entries `binom(N,n) binom(N,m) A_mn / 2^N`. -/
theorem cwMatrix_inverse (N : ℕ) :
    IsUnit (cwMatrix N) ∧ ∀ n m, (cwMatrix N)⁻¹ n m
      = (N.choose n : ℝ) * (N.choose m : ℝ) * cwMatrix N m n / 2 ^ N := by
  have hc : ∀ a b : Fin (N + 1),
      cwMatrix N a b * (N.choose b : ℝ) = (clusterSum (firstSites a) b : ℝ) := fun a b =>
    div_mul_cancel₀ _
      (Nat.cast_ne_zero.2 (Nat.choose_pos (Nat.le_of_lt_succ b.isLt)).ne')
  have h : cwMatrix N * Matrix.of (fun n m : Fin (N + 1) =>
      (N.choose n : ℝ) * (N.choose m : ℝ) * cwMatrix N m n / 2 ^ N) = 1 := by
    ext m l
    rw [Matrix.mul_apply, Matrix.one_apply]
    -- each term is a product of two integer cluster sums
    have ht : ∀ n : Fin (N + 1), cwMatrix N m n * Matrix.of (fun n m : Fin (N + 1) =>
        (N.choose n : ℝ) * (N.choose m : ℝ) * cwMatrix N m n / 2 ^ N) n l
        = ((clusterSum (firstSites m) n * clusterSum (firstSites n) l : ℤ) : ℝ) / 2 ^ N := by
      intro n
      rw [Int.cast_mul, ← hc m n, ← hc n l, Matrix.of_apply, cwMatrix_symm l n]
      ring
    rw [Finset.sum_congr rfl fun n _ => ht n, ← Finset.sum_div, ← Int.cast_sum,
      clusterSum_orthogonality, card_firstSites]
    by_cases hml : m = l
    · subst hml
      simp
    · have hv : (m : ℕ) ≠ l := fun e => hml (Fin.ext e)
      rw [if_neg hv, if_neg hml]
      simp
  refine ⟨⟨⟨_, _, h, mul_eq_one_comm.1 h⟩, rfl⟩, fun n m => ?_⟩
  rw [Matrix.inv_eq_right_inv h, Matrix.of_apply]

/-- Energies `E` are reproduced by the cluster expansion with interactions `J` exactly when
`J` is the stated binomially weighted sum of the energies. -/
theorem interactions_iff (E J : Fin (N + 1) → ℝ) :
    E = cwMatrix N *ᵥ J ↔ ∀ n, J n = (N.choose n : ℝ) / 2 ^ N *
      ∑ m : Fin (N + 1), (N.choose m : ℝ) * cwMatrix N m n * E m := by
  obtain ⟨hu, hinv⟩ := cwMatrix_inverse N
  have hdet := (Matrix.isUnit_iff_isUnit_det _).1 hu
  have hE : ∀ n, ((cwMatrix N)⁻¹ *ᵥ E) n = (N.choose n : ℝ) / 2 ^ N *
      ∑ m : Fin (N + 1), (N.choose m : ℝ) * cwMatrix N m n * E m := by
    intro n
    change ∑ m, (cwMatrix N)⁻¹ n m * E m = _
    rw [Finset.mul_sum]
    refine Finset.sum_congr rfl fun m _ => ?_
    rw [hinv]
    ring
  constructor
  · intro h n
    rw [← hE, h, Matrix.mulVec_mulVec, Matrix.nonsing_inv_mul _ hdet, Matrix.one_mulVec]
  · intro h
    have hJ : J = (cwMatrix N)⁻¹ *ᵥ E := funext fun n => (h n).trans (hE n).symm
    rw [hJ, Matrix.mulVec_mulVec, Matrix.mul_nonsing_inv _ hdet, Matrix.one_mulVec]

/-- The Connolly-Williams matrix of the tetrahedron, written out; it is invertible, with
inverse entries `binom(4,n) binom(4,m) A_mn / 16`. -/
theorem tetrahedron :
    cwMatrix 4 = !![1, 1, 1, 1, 1;
                    1, 1/2, 0, -1/2, -1;
                    1, 0, -1/3, 0, 1;
                    1, -1/2, 0, 1/2, -1;
                    1, -1, 1, -1, 1] ∧
    IsUnit (cwMatrix 4) ∧ ∀ n m, (cwMatrix 4)⁻¹ n m
      = (Nat.choose 4 n : ℝ) * (Nat.choose 4 m : ℝ) * cwMatrix 4 m n / 16 := by
  refine ⟨?_, (cwMatrix_inverse 4).1, fun n m => ?_⟩
  · -- the integer sums of spin products are found by enumeration
    have key : ∀ m n : Fin 5, clusterSum (firstSites (N := 4) m) n
        = (![![1, 4, 6, 4, 1], ![1, 2, 0, -2, -1], ![1, 0, -2, 0, 1],
              ![1, -2, 0, 2, -1], ![1, -4, 6, -4, 1]] : Fin 5 → Fin 5 → ℤ) m n := by
      intro m n
      fin_cases m <;> fin_cases n <;> decide +kernel
    ext m n
    change (clusterSum (firstSites (N := 4) m) n : ℝ) / (Nat.choose 4 n : ℝ) = _
    rw [key]
    fin_cases m <;> fin_cases n <;> norm_num [Nat.choose]
  · rw [(cwMatrix_inverse 4).2 n m]
    norm_num

end ConnollyWilliams
```

```lean
#print axioms ConnollyWilliams.cwMatrix_eq_correlation
#print axioms ConnollyWilliams.cwMatrix_inverse
#print axioms ConnollyWilliams.interactions_iff
#print axioms ConnollyWilliams.tetrahedron
```

```
'ConnollyWilliams.cwMatrix_eq_correlation' depends on axioms: [propext, Classical.choice, Quot.sound]
'ConnollyWilliams.cwMatrix_inverse' depends on axioms: [propext, Classical.choice, Quot.sound]
'ConnollyWilliams.interactions_iff' depends on axioms: [propext, Classical.choice, Quot.sound]
'ConnollyWilliams.tetrahedron' depends on axioms: [propext, Classical.choice, Quot.sound]
```

### From site permutations to the inverse in Lean

`clusterSum_eq_of_card` builds the permutation by extending a bijection between the two sets of down spins to all sites, then relabels the sum with `Finset.sum_equiv`. `cluster_comm` reduces both spin products to a product over the same intersection.

In `cluster_orthogonality`, `Finset.prod_add` expands \(\prod_i(\sigma_i\sigma'_i+1)\) into the sum over clusters. The two cases that follow are the factors of 2 and the single vanishing factor. `cwMatrix_symm` performs the double count: its auxiliary statement `avg` evaluates the sum over configurations, and `Finset.sum_comm` exchanges the order of summation.

`clusterSum_orthogonality` groups the clusters by size with `Finset.sum_powerset`, which yields the relation for \(K\). `cwMatrix_inverse` rewrites each term of the matrix product as \(K_{mn}K_{nl}/2^N\) and applies that relation. This proves the right-inverse equation `h`, and `mul_eq_one_comm` supplies the other side. `interactions_iff` multiplies by the inverse in one direction and by the matrix in the other.

For the explicit tetrahedron matrix, `decide +kernel` evaluates the 25 integer sums by enumeration, and `norm_num` divides them by the binomials. The inverse formula is the general theorem at \(N=4\).
